# Two potentials that differ only in the core give equal s-wave logarithmic derivatives exactly when the core integral of (V₁ − V₂)u₁u₂ vanishes

Two real potentials, continuous on [0, R], agree from a core radius rc out to R, and each has a real solution of the one-particle radial s-wave equation −u″/2 + Vu = Eu that vanishes at the origin. The energy E is the same for both, and the solutions need not be normalised, but neither may be zero at R. The theorem `logSlope_eq_iff_core_integral` says that the logarithmic derivatives u′(R)/u(R) are then equal if and only if the integral of (V₁ − V₂)u₁u₂ from 0 to rc is zero. The proof takes from an earlier lemma a formula for the difference of the logarithmic derivatives as an integral over [0, R], splits that integral at rc, and drops the outer part, where the potentials agree.

In Lean, a first try:

```lean
import Mathlib

open Set

namespace LogSlopeEqIffCoreIntegral

noncomputable section

/-- `u`, with first derivative `du`, solves the radial s-wave equation `-u''/2 + V u = E u`
on `[0, R]` and vanishes at the origin. Derivatives at the end points are one-sided. -/
structure IsRegularSolution (V : ℝ → ℝ) (E R : ℝ) (u du : ℝ → ℝ) : Prop where
  origin : u 0 = 0
  slope : ∀ x ∈ Icc 0 R, HasDerivWithinAt u (du x) (Icc 0 R) x
  schrodinger : ∀ x ∈ Icc 0 R, ∃ w, HasDerivWithinAt du w (Icc 0 R) x ∧
    -(1 / 2) * w + V x * u x = E * u x

/-- The logarithmic derivative `u'(R) / u(R)`, meaningful where `u(R)` is nonzero. -/
def logSlope (u du : ℝ → ℝ) (R : ℝ) : ℝ := du R / u R

/-- The Wronskian `u₁' u₂ - u₁ u₂'` of two radial functions. -/
def wronskian (u₁ du₁ u₂ du₂ : ℝ → ℝ) (x : ℝ) : ℝ := du₁ x * u₂ x - u₁ x * du₂ x

variable {V₁ V₂ u₁ du₁ u₂ du₂ : ℝ → ℝ} {E R : ℝ}

/-- For two regular solutions at the same energy, the Wronskian changes at the rate
`2 (V₁ - V₂) u₁ u₂`. -/
theorem wronskian_deriv (h₁ : IsRegularSolution V₁ E R u₁ du₁)
    (h₂ : IsRegularSolution V₂ E R u₂ du₂) {x : ℝ} (hx : x ∈ Icc 0 R) :
    HasDerivWithinAt (wronskian u₁ du₁ u₂ du₂)
      (2 * ((V₁ x - V₂ x) * u₁ x * u₂ x)) (Icc 0 R) x := by
  obtain ⟨w₁, hw₁, e₁⟩ := h₁.schrodinger x hx
  obtain ⟨w₂, hw₂, e₂⟩ := h₂.schrodinger x hx
  have key : HasDerivWithinAt (wronskian u₁ du₁ u₂ du₂)
      (w₁ * u₂ x + du₁ x * du₂ x - (du₁ x * du₂ x + u₁ x * w₂)) (Icc 0 R) x :=
    (hw₁.mul (h₂.slope x hx)).sub ((h₁.slope x hx).mul hw₂)
  -- the energy terms cancel between the two equations
  exact key.congr_deriv (by linear_combination (-2 * u₂ x) * e₁ + (2 * u₁ x) * e₂)

/-- For continuous potentials, the potential difference weighted by the two regular solutions
is a continuous function on `[0, R]`. -/
theorem continuousOn_weighted (c₁ : ContinuousOn V₁ (Icc 0 R)) (c₂ : ContinuousOn V₂ (Icc 0 R))
    (h₁ : IsRegularSolution V₁ E R u₁ du₁) (h₂ : IsRegularSolution V₂ E R u₂ du₂) :
    ContinuousOn (fun x => (V₁ x - V₂ x) * u₁ x * u₂ x) (Icc 0 R) := by
  have k₁ : ContinuousOn u₁ (Icc 0 R) := fun x hx => (h₁.slope x hx).continuousWithinAt
  have k₂ : ContinuousOn u₂ (Icc 0 R) := fun x hx => (h₂.slope x hx).continuousWithinAt
  exact ((c₁.sub c₂).mul k₁).mul k₂

/-- For continuous potentials and regular solutions at the same energy that are nonzero at `R`,
the difference of the logarithmic derivatives at `R` is
`2 ∫ (V₁ - V₂) u₁ u₂ / (u₁(R) u₂(R))`, with the integral over `[0, R]`. -/
theorem logSlope_sub_eq (hR : 0 < R)
    (c₁ : ContinuousOn V₁ (Icc 0 R)) (c₂ : ContinuousOn V₂ (Icc 0 R))
    (h₁ : IsRegularSolution V₁ E R u₁ du₁) (h₂ : IsRegularSolution V₂ E R u₂ du₂)
    (n₁ : u₁ R ≠ 0) (n₂ : u₂ R ≠ 0) :
    logSlope u₁ du₁ R - logSlope u₂ du₂ R =
      2 * (∫ x in (0 : ℝ)..R, (V₁ x - V₂ x) * u₁ x * u₂ x) / (u₁ R * u₂ R) := by
  -- integrate the derivative of the Wronskian from the origin to `R`
  have ftc := intervalIntegral.integral_eq_sub_of_hasDerivAt_of_le hR.le
    (fun x hx => (wronskian_deriv h₁ h₂ hx).continuousWithinAt)
    (fun x hx => (wronskian_deriv h₁ h₂ (Ioo_subset_Icc_self hx)).hasDerivAt
      (Icc_mem_nhds hx.1 hx.2))
    (((continuousOn_weighted c₁ c₂ h₁ h₂).intervalIntegrable_of_Icc hR.le).const_mul 2)
  -- both solutions vanish at the origin, and so does the Wronskian
  have w0 : wronskian u₁ du₁ u₂ du₂ 0 = 0 := by
    simp [wronskian, h₁.origin, h₂.origin]
  rw [intervalIntegral.integral_const_mul, w0, sub_zero] at ftc
  rw [ftc]
  unfold logSlope wronskian
  exact div_sub_div _ _ n₁ n₂

/-- Let two continuous potentials agree from a core radius `rc` out to `R`, and let their regular
solutions at energy `E` be nonzero at `R`. The logarithmic derivatives at `R` match exactly when
the integral of `(V₁ - V₂) u₁ u₂` over the core vanishes. -/
theorem logSlope_eq_iff_core_integral {rc : ℝ} (hR : 0 < R) (hc : 0 ≤ rc) (hcR : rc ≤ R)
    (c₁ : ContinuousOn V₁ (Icc 0 R)) (c₂ : ContinuousOn V₂ (Icc 0 R))
    (h₁ : IsRegularSolution V₁ E R u₁ du₁) (h₂ : IsRegularSolution V₂ E R u₂ du₂)
    (n₁ : u₁ R ≠ 0) (n₂ : u₂ R ≠ 0) (hV : ∀ x ∈ Icc rc R, V₁ x = V₂ x) :
    logSlope u₁ du₁ R = logSlope u₂ du₂ R ↔
      ∫ x in (0 : ℝ)..rc, (V₁ x - V₂ x) * u₁ x * u₂ x = 0 := by
  have hcont := continuousOn_weighted c₁ c₂ h₁ h₂
  -- the region outside the core contributes nothing
  have outer : ∫ x in rc..R, (V₁ x - V₂ x) * u₁ x * u₂ x = ∫ _x in rc..R, (0 : ℝ) :=
    intervalIntegral.integral_congr (fun x hx => by
      rw [uIcc_of_le hcR] at hx
      simp [hV x hx])
  have split := intervalIntegral.integral_add_adjacent_intervals
    ((hcont.mono (Icc_subset_Icc_right hcR)).intervalIntegrable_of_Icc hc)
    ((hcont.mono (Icc_subset_Icc_left hc)).intervalIntegrable_of_Icc hcR)
  rw [outer, intervalIntegral.integral_zero, add_zero] at split
  rw [← sub_eq_zero, logSlope_sub_eq hR c₁ c₂ h₁ h₂ n₁ n₂, ← split]
  simp [n₁, n₂]

end

end LogSlopeEqIffCoreIntegral
```

The compiler's answer:

```
Main.lean:88:5: error: typeclass instance problem is stuck
  MeasureTheory.IsLocallyFiniteMeasure ?m.167

Note: Lean will not try to resolve this typeclass instance problem because the fourth type argument to `MeasureTheory.IsLocallyFiniteMeasure` is a metavariable. This argument must be fully determined before Lean will try to resolve the typeclass.

Hint: Adding type annotations and supplying implicit arguments to functions can give Lean more information for typeclass resolution. For example, if you have a variable `x` that you intend to be a `Nat`, but Lean reports it as having an unresolved type like `?m`, replacing `x` with `(x : Nat)` can get typeclass resolution un-stuck.
```

Cause. The message says that Lean needed to know that a measure is locally finite, but could not look for the instance because the measure itself was still unknown, shown as `?m.167`.

The lemma `intervalIntegral.integral_add_adjacent_intervals` holds for a general measure `μ`. Here `split` is given no stated type, and the two arguments derive integrability from continuity, which mentions no measure. `intervalIntegrable_of_Icc` works for any locally finite measure, so it does not choose one either. The integrals in `outer` do use the standard measure, but they meet `split` only in the later `rw`, too late to help.

The repair passes `(μ := MeasureTheory.volume)`, the ordinary Lebesgue measure on the real line. With the measure fixed, Lean finds the instance, and `split` concerns the same kind of integral as the theorem. The mathematical argument is unchanged.

The repair, with which the file compiles:

```diff
@@ -84,5 +84,5 @@
       rw [uIcc_of_le hcR] at hx
       simp [hV x hx])
-  have split := intervalIntegral.integral_add_adjacent_intervals
+  have split := intervalIntegral.integral_add_adjacent_intervals (μ := MeasureTheory.volume)
     ((hcont.mono (Icc_subset_Icc_right hcR)).intervalIntegrable_of_Icc hc)
     ((hcont.mono (Icc_subset_Icc_left hc)).intervalIntegrable_of_Icc hcR)
```
